# The average of a quadratic observable over a Chebyshev-broadened level, from its weight and first two moments

An energy level at `e` is broadened by a finite Chebyshev series with real damping factors, written as a density in the angle `t`, where the energy is `x = cos t`. The lemma says that the integral of `a + b * x + c * x ^ 2` against this density, over angles from `0` to `π`, is `a` times the integral of `1`, plus `b` times that of `x`, plus `c` times that of `x ^ 2`. These are unnormalised moments: the damping factors are arbitrary, and the total weight is kept as a factor and not set to one. The proof expands the integrand, uses continuity to show that each part is integrable, splits the integral, and then takes the constants outside.

This version doesn't compile in Lean 4 with Mathlib:

```lean
import Mathlib

open Polynomial.Chebyshev (T)
open MeasureTheory
open scoped Real

namespace KernelPolynomialMethod

noncomputable section

/-- The level at energy `e`, broadened by a Chebyshev series with the constant term, the terms `0 <
n < N` and damping factors `g`, as a density in the angle `t`. -/
def broadenedLevel (N : ℕ) (g : ℕ → ℝ) (e : ℝ) : ℝ → ℝ := fun t =>
  (g 0 + 2 * ∑ n ∈ Finset.Ico 1 N, g n * (T ℝ n).eval e * Real.cos (n * t)) / π

/-- The integral of an observable `f` of the energy `x = cos t` against the broadened level,
over angles from `0` to `π`. -/
def levelAverage (N : ℕ) (g : ℕ → ℝ) (e : ℝ) (f : ℝ → ℝ) : ℝ :=
  ∫ t in (0 : ℝ)..π, f (Real.cos t) * broadenedLevel N g e t

/-- The broadened level is a continuous function of the angle. -/
theorem continuous_broadenedLevel (N : ℕ) (g : ℕ → ℝ) (e : ℝ) :
    Continuous (broadenedLevel N g e) := by
  unfold broadenedLevel
  fun_prop

/-- The average of a quadratic observable is the same combination of the weight, the first
and the second moment. -/
theorem average_quadratic (N : ℕ) (g : ℕ → ℝ) (e a b c : ℝ) :
    levelAverage N g e (fun x => a + b * x + c * x ^ 2) =
      a * levelAverage N g e (fun _ => 1) + b * levelAverage N g e (fun x => x) +
        c * levelAverage N g e (fun x => x ^ 2) := by
  have hK := continuous_broadenedLevel N g e
  have h : ∀ t : ℝ, (a + b * Real.cos t + c * Real.cos t ^ 2) * broadenedLevel N g e t =
      a * (1 * broadenedLevel N g e t) + b * (Real.cos t * broadenedLevel N g e t) +
        c * (Real.cos t ^ 2 * broadenedLevel N g e t) := fun t => by ring
  have h0 : IntervalIntegrable (fun t => a * (1 * broadenedLevel N g e t)) volume 0 π :=
    Continuous.intervalIntegrable (by fun_prop) _ _
  have h1 : IntervalIntegrable (fun t => b * (Real.cos t * broadenedLevel N g e t))
      volume 0 π := Continuous.intervalIntegrable (by fun_prop) _ _
  have h01 : IntervalIntegrable (fun t => a * (1 * broadenedLevel N g e t) +
      b * (Real.cos t * broadenedLevel N g e t)) volume 0 π :=
    Continuous.intervalIntegrable (by fun_prop) _ _
  have h2 : IntervalIntegrable (fun t => c * (Real.cos t ^ 2 * broadenedLevel N g e t))
      volume 0 π := Continuous.intervalIntegrable (by fun_prop) _ _
  simp only [levelAverage, h]
  rw [intervalIntegral.integral_add h01 h2, intervalIntegral.integral_add h0 h1,
    intervalIntegral.integral_const_mul, intervalIntegral.integral_const_mul,
    intervalIntegral.integral_const_mul]

end

end KernelPolynomialMethod
```

Compiling this gives:

```
Main.lean:32:51: error: unsolved goals
N : ℕ
g : ℕ → ℝ
e a b c : ℝ
hK : Continuous (broadenedLevel N g e)
h :
  ∀ (t : ℝ),
    (a + b * Real.cos t + c * Real.cos t ^ 2) * broadenedLevel N g e t =
      a * (1 * broadenedLevel N g e t) + b * (Real.cos t * broadenedLevel N g e t) +
        c * (Real.cos t ^ 2 * broadenedLevel N g e t)
h0 : IntervalIntegrable (fun t => a * (1 * broadenedLevel N g e t)) volume 0 π
h1 : IntervalIntegrable (fun t => b * (Real.cos t * broadenedLevel N g e t)) volume 0 π
h01 :
  IntervalIntegrable (fun t => a * (1 * broadenedLevel N g e t) + b * (Real.cos t * broadenedLevel N g e t)) volume 0 π
h2 : IntervalIntegrable (fun t => c * (Real.cos t ^ 2 * broadenedLevel N g e t)) volume 0 π
⊢ (a * (1 * ∫ (x : ℝ) in 0..π, broadenedLevel N g e x) + b * ∫ (x : ℝ) in 0..π, Real.cos x * broadenedLevel N g e x) +
      ∫ (x : ℝ) in 0..π, c * (Real.cos x ^ 2 * broadenedLevel N g e x) =
    (a * (1 * ∫ (x : ℝ) in 0..π, broadenedLevel N g e x) + b * ∫ (t : ℝ) in 0..π, Real.cos t * broadenedLevel N g e t) +
      c * ∫ (t : ℝ) in 0..π, Real.cos t ^ 2 * broadenedLevel N g e t
```

Cause. The error shows the goal left after the last `rw`. The two sides differ only in the last term: on the left `c` is still inside the integral, on the right it is outside.

Three uses of `intervalIntegral.integral_const_mul` were meant for `a`, `b` and `c`. But the integral of the constant observable has the integrand `1 * broadenedLevel N g e t`, and the lemma takes that `1` for a constant factor too. One of the three rewrites went on pulling it out, as the `1 * ∫ …` on both sides of the goal shows, and none was left for `c`.

The repair keeps the two `integral_add` rewrites and hands the constants to `simp only [intervalIntegral.integral_const_mul]`, which applies the lemma wherever it fits, as often as needed. So `c` comes out as well, the two sides agree, and the goal closes.

As a diff, the version that Lean accepts:

```diff
@@ -45,7 +45,6 @@
       volume 0 π := Continuous.intervalIntegrable (by fun_prop) _ _
   simp only [levelAverage, h]
-  rw [intervalIntegral.integral_add h01 h2, intervalIntegral.integral_add h0 h1,
-    intervalIntegral.integral_const_mul, intervalIntegral.integral_const_mul,
-    intervalIntegral.integral_const_mul]
+  rw [intervalIntegral.integral_add h01 h2, intervalIntegral.integral_add h0 h1]
+  simp only [intervalIntegral.integral_const_mul]
 
 end
```
